# Reality of the Hartree–Fock energy with real density-density repulsion for Hermitian one-electron and density matrices

The theorem `energy_im` says that a Hartree–Fock energy has zero imaginary part when the one-electron matrix `h` and the density matrix `D` are both Hermitian. The energy is tr(hD) plus half the sum over i and j of the real numbers `g i j` times tr D_ii · tr D_jj − ‖D_ij‖², where D_ij are 2 by 2 spin blocks and the norm is Frobenius. The set of spatial orbitals is finite, and `D` need be neither idempotent nor normalised to a particle number. The attempt sets out to show that the energy equals its own complex conjugate, using `conj_oneElectron` for the first term and the reality of each tr D_ii, proved as `tr`, for the second.

Lean 4 with Mathlib refuses this proof:

```lean
import Mathlib

open Matrix

namespace EnergyIm

noncomputable section

/-- A one-particle matrix over spatial orbitals, stored as complex 2 by 2 spin blocks. -/
abbrev SpinBlocks (n : Type*) := n → n → Matrix (Fin 2) (Fin 2) ℂ

/-- Hermiticity of the whole matrix, expressed through its spin blocks. -/
def Hermitian {n : Type*} (D : SpinBlocks n) : Prop := ∀ i j, (D i j)ᴴ = D j i

/-- The squared Frobenius norm of a spin block. -/
def blockNormSq (A : Matrix (Fin 2) (Fin 2) ℂ) : ℝ := ∑ s, ∑ t, Complex.normSq (A s t)

variable {n : Type*} [Fintype n]

/-- The one-electron energy `tr(hD)`. -/
def oneElectron (h D : SpinBlocks n) : ℂ := ∑ i, ∑ j, trace (h i j * D j i)

/-- Coulomb minus exchange energy for density-density repulsion integrals `g i j`. -/
def repulsion (g : n → n → ℝ) (D : SpinBlocks n) : ℂ :=
  (1 / 2) * ∑ i, ∑ j, (g i j : ℂ) *
    (trace (D i i) * trace (D j j) - (blockNormSq (D i j) : ℂ))

/-- The Hartree-Fock energy functional with density-density repulsion. -/
def energy (g : n → n → ℝ) (h D : SpinBlocks n) : ℂ := oneElectron h D + repulsion g D

/-- The one-electron energy is real for a Hermitian `h` and a Hermitian density matrix. -/
theorem conj_oneElectron {h D : SpinBlocks n} (hh : Hermitian h) (hD : Hermitian D) :
    starRingEnd ℂ (oneElectron h D) = oneElectron h D := by
  simp only [oneElectron, map_sum]
  rw [Finset.sum_comm]
  refine Finset.sum_congr rfl fun a _ => Finset.sum_congr rfl fun b _ => ?_
  rw [starRingEnd_apply, ← Matrix.trace_conjTranspose, Matrix.conjTranspose_mul,
    hh b a, hD a b, Matrix.trace_mul_comm]

/-- The energy is real for a Hermitian `h` and a Hermitian density matrix. -/
theorem energy_im (g : n → n → ℝ) {h D : SpinBlocks n} (hh : Hermitian h)
    (hD : Hermitian D) : (energy g h D).im = 0 := by
  have tr : ∀ i, starRingEnd ℂ (trace (D i i)) = trace (D i i) := fun i => by
    rw [starRingEnd_apply, ← Matrix.trace_conjTranspose, hD i i]
  apply Complex.conj_eq_iff_im.mp
  simp [energy, repulsion, conj_oneElectron hh hD, tr]

end

end EnergyIm
```

Lean reports:

```
Main.lean:42:50: error: unsolved goals
n : Type u_1
inst✝ : Fintype n
g : n → n → ℝ
h D : SpinBlocks n
hh : Hermitian h
hD : Hermitian D
tr : ∀ (i : n), (starRingEnd ℂ) (D i i).trace = (D i i).trace
⊢ (starRingEnd ℂ) 2 = 2 ∨ ∑ x, ∑ x_1, ↑(g x x_1) * ((D x x).trace * (D x_1 x_1).trace - ↑(blockNormSq (D x x_1))) = 0
```

Cause. The error says that `simp` ended with a goal still open. It had dealt with the one-electron term and the conjugates inside the double sum, so that the two sides differed only in the prefactor 1/2, conjugated on one side. Equality of two products with a common factor holds if the other factors agree or the common factor is zero, and `simp` rewrote the goal as that disjunction. The left side, after the inverses are removed, is `(starRingEnd ℂ) 2 = 2`; the right says that the double sum vanishes, which the hypotheses don't give. The left side is true, but this `simp` call did not reduce the conjugate of the literal `2`, so the disjunction stayed.

The added line chooses the left side with `Or.inl`. `Complex.conj_eq_iff_im.mpr` then reduces the claim that 2 is its own conjugate to the claim that its imaginary part is zero, which the inner `simp` proves.

This version goes through:

```diff
@@ -45,4 +45,5 @@
   apply Complex.conj_eq_iff_im.mp
   simp [energy, repulsion, conj_oneElectron hh hD, tr]
+  exact Or.inl (Complex.conj_eq_iff_im.mpr (by simp))
 
 end
```
